# The squared angular density of a normalised pure p orbital integrates to at most the value of a real p orbital and at least two thirds of it

## Is the toroidal p density two thirds as concentrated as the real one?

If I only ever build p orbitals with real coefficients, each has the same dumbbell density up to rotation, and I cannot see how the shape depends on complex mixing. That worries me for the Perdew-Zunger correction, which subtracts a self-interaction term orbital by orbital and so depends on the individual orbital densities. With $u=\cos\theta\in[-1,1]$, I am told that the densities $\tfrac32u^2$ of $p_z$ and $\tfrac34(1-u^2)$ of $(p_x+ip_y)/\sqrt2$ both integrate to one, while their squares give $9/10$ and $3/5$. Two examples leave open whether another mixture is more diffuse still. Can this be made rigorous for all p orbitals and machine-checked?

## Yes, and no normalised pure p orbital falls outside these two values

### Integrating over the azimuth and the polar angle

Let $a=(a_0,a_1,a_2)\in\mathbb C^3$ be the coefficients of $p_x,p_y,p_z$. With azimuth $\varphi$ and $s=\sqrt{1-u^2}$, the direction is $n=(s\cos\varphi,\,s\sin\varphi,\,u)$. The angular density is $\rho_a=\tfrac32|a\cdot n|^2$, where $a\cdot n=\sum_i a_in_i$, and it is integrated with $d\mu=du\,d\varphi/(2\pi)$. The factor $\tfrac32$ is the normalisation that gives one electron for a unit vector $a$. The concentration is $C(a)=\int\rho_a^2\,d\mu$.

For $a=(0,0,1)$, $a\cdot n=u$ and $\rho_a=\tfrac32u^2$. For $a=(1,i,0)/\sqrt2$, $a\cdot n=se^{i\varphi}/\sqrt2$ and $\rho_a=\tfrac34s^2$. The polar integrals over $[-1,1]$ are $\int u^2=\tfrac23$, $\int s^2=\tfrac43$ and
$$\int s^4=2-\tfrac43+\tfrac25=\tfrac{16}{15},\qquad \int u^2s^2=\tfrac23-\tfrac25=\tfrac4{15},\qquad \int u^4=\tfrac25 .$$
Both densities therefore integrate to one, and the squares give $\tfrac94\cdot\tfrac25=\tfrac9{10}$ and $\tfrac9{16}\cdot\tfrac{16}{15}=\tfrac35$, with ratio $\tfrac23$.

For general $a$ write $a_i\bar a_j=S_{ij}+iT_{ij}$ with $S$ real symmetric and $T$ real antisymmetric. Since $n$ is real, $T$ drops out and $|a\cdot n|^2=\sum_{ij}S_{ij}n_in_j$. Replacing $\sin^2\varphi$ by $1-\cos^2\varphi$,
$$\rho_a=k_0+k_1\cos\varphi+k_2\sin\varphi+k_3\cos^2\varphi+k_4\cos\varphi\sin\varphi,$$
$$k_0=\tfrac32(S_{11}s^2+S_{22}u^2),\quad k_1=3S_{02}su,\quad k_2=3S_{12}su,\quad k_3=\tfrac32(S_{00}-S_{11})s^2,\quad k_4=3S_{01}s^2 .$$
Let $\langle\cdot\rangle$ be the mean over $\varphi$. Terms odd under $\varphi\to-\varphi$ or $\varphi\to\varphi+\pi$ vanish, and $\langle\cos^2\rangle=\langle\sin^2\rangle=\tfrac12$, $\langle\cos^4\rangle=\tfrac38$, $\langle\cos^2\sin^2\rangle=\tfrac18$. Hence
$$\langle\rho_a\rangle=k_0+\tfrac12k_3,\qquad \langle\rho_a^2\rangle=k_0^2+k_0k_3+\tfrac38k_3^2+\tfrac12(k_1^2+k_2^2)+\tfrac18k_4^2 .$$
The first mean is $\tfrac34(S_{00}+S_{11})s^2+\tfrac32S_{22}u^2$, which integrates to $N=\sum_iS_{ii}=\sum_i|a_i|^2$. The second is $Xs^4+Yu^2s^2+Zu^4$ with
$$X=\tfrac94\big[\tfrac38(S_{00}^2+S_{11}^2)+\tfrac14S_{00}S_{11}+\tfrac12S_{01}^2\big],\quad Y=\tfrac94\big[S_{22}(S_{00}+S_{11})+2S_{02}^2+2S_{12}^2\big],\quad Z=\tfrac94S_{22}^2 .$$
Inserting the polar integrals,
$$C=\tfrac9{10}\sum_iS_{ii}^2+\tfrac35\sum_{i<j}S_{ii}S_{jj}+\tfrac65\sum_{i<j}S_{ij}^2=\tfrac3{10}\Big(N^2+2\sum_{ij}S_{ij}^2\Big).$$
Put $\sigma=\sum_ia_i^2$. Then $|\sigma|^2=\sum_{ij}(a_i\bar a_j)^2=\sum_{ij}(S_{ij}^2-T_{ij}^2)$, the imaginary parts cancelling by antisymmetry, while $N^2=\sum_{ij}|a_i\bar a_j|^2=\sum_{ij}(S_{ij}^2+T_{ij}^2)$. The sum and the difference of these give
$$C(a)=\tfrac3{10}\big(2N^2+|\sigma|^2\big),\qquad |\sigma|^2=N^2-2\sum_{ij}T_{ij}^2 .$$
For $N=1$ this means $0\le|\sigma|^2\le1$, so $\tfrac35\le C\le\tfrac9{10}$, with the lower value exactly when $\sigma=0$ and the upper exactly when every $T_{ij}$ vanishes.

### The Lean file

```lean
import Mathlib

open Real intervalIntegral
open scoped ComplexConjugate

namespace POrbitalConcentration

noncomputable section

/-- Angular density `(3/2) u²` of the real p orbital along the polar axis, `u = cos θ`. -/
def realDensity (u : ℝ) : ℝ := 3 / 2 * u ^ 2

/-- Angular density `(3/4)(1 - u²)` of the complex toroidal p orbital, `u = cos θ`. -/
def torusDensity (u : ℝ) : ℝ := 3 / 4 * (1 - u ^ 2)

/-- Direction with polar cosine `u` and azimuth `φ`. -/
def direction (u φ : ℝ) : Fin 3 → ℝ :=
  ![Real.sqrt (1 - u ^ 2) * cos φ, Real.sqrt (1 - u ^ 2) * sin φ, u]

/-- Angular density `(3/2) |a · n|²` of the p orbital with complex coefficients `a`. -/
def pDensity (a : Fin 3 → ℂ) (u φ : ℝ) : ℝ :=
  3 / 2 * Complex.normSq (∑ i, a i * (direction u φ i : ℂ))

/-- Coefficients of the real orbital `p_z`. -/
def realP : Fin 3 → ℂ := ![0, 0, 1]

/-- Coefficients of the complex orbital `(p_x + i p_y)/√2`. -/
def torusP : Fin 3 → ℂ :=
  ![(Real.sqrt (1 / 2) : ℝ), (Real.sqrt (1 / 2) : ℝ) * Complex.I, 0]

/-- Real part of the product `a_i conj(a_j)` of orbital coefficients. -/
def overlap (a : Fin 3 → ℂ) (i j : Fin 3) : ℝ := (a i * conj (a j)).re

/-- Mean over the azimuth. -/
def azimuthalMean (f : ℝ → ℝ) : ℝ := 1 / (2 * π) * ∫ φ in (0 : ℝ)..(2 * π), f φ

/-- Angular integral with the measure `du dφ / (2π)`. -/
def sphereInt (f : ℝ → ℝ → ℝ) : ℝ := ∫ u in (-1 : ℝ)..1, azimuthalMean (fun φ => f u φ)

/-- Angular integral of the squared density of the p orbital `a`. -/
def concentration (a : Fin 3 → ℂ) : ℝ := sphereInt (fun u φ => pDensity a u φ ^ 2)

/-- Azimuthal mean of a quartic in `cos φ` plus `sin φ` times a cubic in `cos φ`. -/
theorem azimuthal_moments (p0 p1 p2 p3 p4 q0 q1 q2 q3 : ℝ) :
    azimuthalMean (fun φ => p0 + p1 * cos φ + p2 * cos φ ^ 2 + p3 * cos φ ^ 3 + p4 * cos φ ^ 4
      + sin φ * (q0 + q1 * cos φ + q2 * cos φ ^ 2 + q3 * cos φ ^ 3))
      = p0 + p2 / 2 + 3 / 8 * p4 := by
  -- explicit antiderivative, term by term
  have h : ∀ φ : ℝ, HasDerivAt (fun t => p0 * t + p1 * sin t + p2 * ((t + sin t * cos t) / 2)
      + p3 * (sin t - sin t * sin t * sin t / 3)
      + p4 * (3 / 4 * ((t + sin t * cos t) / 2) + sin t * (cos t * cos t * cos t) / 4)
      - (q0 * cos t + q1 / 2 * (cos t * cos t) + q2 / 3 * (cos t * cos t * cos t)
        + q3 / 4 * (cos t * cos t * cos t * cos t)))
      (p0 + p1 * cos φ + p2 * cos φ ^ 2 + p3 * cos φ ^ 3 + p4 * cos φ ^ 4
        + sin φ * (q0 + q1 * cos φ + q2 * cos φ ^ 2 + q3 * cos φ ^ 3)) φ := by
    intro φ
    have hc := Real.hasDerivAt_cos φ
    have hs := Real.hasDerivAt_sin φ
    have hi := hasDerivAt_id' φ
    have e := Real.sin_sq_add_cos_sq φ
    have c2 := hc.fun_mul hc
    have c3 := c2.fun_mul hc
    have c4 := c3.fun_mul hc
    have h2 : HasDerivAt (fun t => (t + sin t * cos t) / 2) (cos φ ^ 2) φ :=
      ((hi.fun_add (hs.fun_mul hc)).div_const 2).congr_deriv
        (by linear_combination (-1 / 2) * e)
    have h3 : HasDerivAt (fun t => sin t - sin t * sin t * sin t / 3) (cos φ ^ 3) φ :=
      (hs.fun_sub (((hs.fun_mul hs).fun_mul hs).div_const 3)).congr_deriv
        (by linear_combination (-cos φ) * e)
    have h4 : HasDerivAt (fun t => 3 / 4 * ((t + sin t * cos t) / 2)
        + sin t * (cos t * cos t * cos t) / 4) (cos φ ^ 4) φ :=
      ((h2.const_mul (3 / 4)).fun_add ((hs.fun_mul c3).div_const 4)).congr_deriv
        (by linear_combination (-(3 / 4) * cos φ ^ 2) * e)
    exact ((((((hi.const_mul p0).fun_add (hs.const_mul p1)).fun_add (h2.const_mul p2)).fun_add
      (h3.const_mul p3)).fun_add (h4.const_mul p4)).fun_sub
      ((((hc.const_mul q0).fun_add (c2.const_mul (q1 / 2))).fun_add
        (c3.const_mul (q2 / 3))).fun_add (c4.const_mul (q3 / 4)))).congr_deriv (by ring)
  have hI : ∫ φ in (0 : ℝ)..(2 * π), (p0 + p1 * cos φ + p2 * cos φ ^ 2 + p3 * cos φ ^ 3
      + p4 * cos φ ^ 4 + sin φ * (q0 + q1 * cos φ + q2 * cos φ ^ 2 + q3 * cos φ ^ 3))
      = 2 * π * (p0 + p2 / 2 + 3 / 8 * p4) := by
    refine (integral_eq_sub_of_hasDerivAt (fun φ _ => h φ)
      (Continuous.intervalIntegrable (by fun_prop) _ _)).trans ?_
    simp only [Real.cos_two_pi, Real.sin_two_pi, Real.cos_zero, Real.sin_zero]
    ring
  simp only [azimuthalMean]
  rw [hI, ← mul_assoc, one_div_mul_cancel Real.two_pi_pos.ne', one_mul]

/-- Azimuthal means of a quadratic expression in `cos φ`, `sin φ` and of its square. -/
theorem azimuthal_quadratic (k0 k1 k2 k3 k4 : ℝ) :
    azimuthalMean (fun φ => k0 + k1 * cos φ + k2 * sin φ + k3 * cos φ ^ 2
      + k4 * (cos φ * sin φ)) = k0 + k3 / 2 ∧
    azimuthalMean (fun φ => (k0 + k1 * cos φ + k2 * sin φ + k3 * cos φ ^ 2
      + k4 * (cos φ * sin φ)) ^ 2)
      = k0 ^ 2 + k0 * k3 + 3 / 8 * k3 ^ 2 + (k1 ^ 2 + k2 ^ 2) / 2 + k4 ^ 2 / 8 := by
  constructor
  · refine ((congrArg azimuthalMean (funext fun φ => ?_)).trans
      (azimuthal_moments k0 k1 k3 0 0 k2 k4 0 0)).trans (by ring)
    ring
  · refine ((congrArg azimuthalMean (funext fun φ => ?_)).trans
      (azimuthal_moments (k0 ^ 2 + k2 ^ 2) (2 * k0 * k1 + 2 * k2 * k4)
        (k1 ^ 2 - k2 ^ 2 + 2 * k0 * k3 + k4 ^ 2) (2 * k1 * k3 - 2 * k2 * k4) (k3 ^ 2 - k4 ^ 2)
        (2 * k0 * k2) (2 * k0 * k4 + 2 * k1 * k2) (2 * k1 * k4 + 2 * k2 * k3)
        (2 * k3 * k4))).trans (by ring)
    linear_combination (k2 + k4 * cos φ) ^ 2 * Real.sin_sq_add_cos_sq φ

/-- On `[-1,1]`, `(1-u²)²`, `u²(1-u²)` and `u⁴` carry the weights 16/15, 4/15 and 2/5. -/
theorem polar_moments (x y z : ℝ) :
    ∫ u in (-1 : ℝ)..1, (x * (1 - u ^ 2) ^ 2 + y * (u ^ 2 * (1 - u ^ 2)) + z * u ^ 4)
      = 16 / 15 * x + 4 / 15 * y + 2 / 5 * z := by
  have h : ∀ u : ℝ, HasDerivAt
      (fun t : ℝ => x * t + (y - 2 * x) / 3 * t ^ 3 + (x - y + z) / 5 * t ^ 5)
      (x * (1 - u ^ 2) ^ 2 + y * (u ^ 2 * (1 - u ^ 2)) + z * u ^ 4) u := fun u =>
    ((((hasDerivAt_id' u).const_mul x).fun_add ((hasDerivAt_pow 3 u).const_mul _)).fun_add
      ((hasDerivAt_pow 5 u).const_mul _)).congr_deriv (by push_cast; ring)
  refine (integral_eq_sub_of_hasDerivAt (fun u _ => h u)
    (Continuous.intervalIntegrable (by fun_prop) _ _)).trans ?_
  ring

/-- Both axial densities integrate to one, their squares to 9/10 and 3/5, so the toroidal
value is 2/3 of the real one. -/
theorem axial_integrals :
    (∫ u in (-1 : ℝ)..1, realDensity u) = 1 ∧ (∫ u in (-1 : ℝ)..1, torusDensity u) = 1 ∧
    (∫ u in (-1 : ℝ)..1, realDensity u ^ 2) = 9 / 10 ∧
    (∫ u in (-1 : ℝ)..1, torusDensity u ^ 2) = 3 / 5 ∧
    (∫ u in (-1 : ℝ)..1, torusDensity u ^ 2)
      = 2 / 3 * ∫ u in (-1 : ℝ)..1, realDensity u ^ 2 := by
  have h3 : (∫ u in (-1 : ℝ)..1, realDensity u ^ 2) = 9 / 10 :=
    ((integral_congr fun u _ => by simp only [realDensity]; ring).trans
      (polar_moments 0 0 (9 / 4))).trans (by norm_num)
  have h4 : (∫ u in (-1 : ℝ)..1, torusDensity u ^ 2) = 3 / 5 :=
    ((integral_congr fun u _ => by simp only [torusDensity]; ring).trans
      (polar_moments (9 / 16) 0 0)).trans (by norm_num)
  refine ⟨?_, ?_, h3, h4, by rw [h3, h4]; norm_num⟩
  · exact ((integral_congr fun u _ => by simp only [realDensity]; ring).trans
      (polar_moments 0 (3 / 2) (3 / 2))).trans (by norm_num)
  · exact ((integral_congr fun u _ => by simp only [torusDensity]; ring).trans
      (polar_moments (3 / 4) (3 / 4) 0)).trans (by norm_num)

/-- The p density for `u ∈ [-1,1]`, expanded in `cos φ`, `sin φ` and the coefficient overlaps. -/
theorem density_expand (a : Fin 3 → ℂ) {u : ℝ} (hu : u ∈ Set.Icc (-1 : ℝ) 1) (φ : ℝ) :
    pDensity a u φ = 3 / 2 * (overlap a 1 1 * (1 - u ^ 2) + overlap a 2 2 * u ^ 2)
      + 3 * overlap a 0 2 * Real.sqrt (1 - u ^ 2) * u * cos φ
      + 3 * overlap a 1 2 * Real.sqrt (1 - u ^ 2) * u * sin φ
      + 3 / 2 * (overlap a 0 0 - overlap a 1 1) * (1 - u ^ 2) * cos φ ^ 2
      + 3 * overlap a 0 1 * (1 - u ^ 2) * (cos φ * sin φ) := by
  have hw : Real.sqrt (1 - u ^ 2) ^ 2 = 1 - u ^ 2 := Real.sq_sqrt (by nlinarith [hu.1, hu.2])
  have d0 : direction u φ 0 = Real.sqrt (1 - u ^ 2) * cos φ := rfl
  have d1 : direction u φ 1 = Real.sqrt (1 - u ^ 2) * sin φ := rfl
  have d2 : direction u φ 2 = u := rfl
  simp only [pDensity, overlap, Fin.sum_univ_three, Complex.normSq_apply, Complex.add_re,
    Complex.add_im, Complex.mul_re, Complex.mul_im, Complex.ofReal_re, Complex.ofReal_im,
    Complex.conj_re, Complex.conj_im, d0, d1, d2]
  linear_combination 3 / 2 * (((a 0).re * cos φ + (a 1).re * sin φ) ^ 2
      + ((a 0).im * cos φ + (a 1).im * sin φ) ^ 2) * hw
    + 3 / 2 * ((a 1).re ^ 2 + (a 1).im ^ 2) * (1 - u ^ 2) * Real.sin_sq_add_cos_sq φ

/-- For `u ∈ [-1,1]` and every azimuth, `p_z` has density `(3/2)u²` and `(p_x + i p_y)/√2` has
`(3/4)(1-u²)`. -/
theorem axial_densities {u : ℝ} (hu : u ∈ Set.Icc (-1 : ℝ) 1) (φ : ℝ) :
    pDensity realP u φ = realDensity u ∧ pDensity torusP u φ = torusDensity u := by
  have hr : Real.sqrt (1 / 2) * Real.sqrt (1 / 2) = 1 / 2 := Real.mul_self_sqrt (by norm_num)
  have r0 : realP 0 = 0 := rfl
  have r1 : realP 1 = 0 := rfl
  have r2 : realP 2 = 1 := rfl
  have t0 : torusP 0 = (Real.sqrt (1 / 2) : ℝ) := rfl
  have t1 : torusP 1 = (Real.sqrt (1 / 2) : ℝ) * Complex.I := rfl
  have t2 : torusP 2 = 0 := rfl
  rw [density_expand _ hu, density_expand _ hu]
  simp only [overlap, realDensity, torusDensity, r0, r1, r2, t0, t1, t2, Complex.mul_re,
    Complex.mul_im, Complex.conj_re, Complex.conj_im, Complex.ofReal_re, Complex.ofReal_im,
    Complex.I_re, Complex.I_im, Complex.zero_re, Complex.zero_im, Complex.one_re, Complex.one_im]
  exact ⟨by ring, by linear_combination 3 / 2 * (1 - u ^ 2) * hr⟩

/-- The density of the p orbital `a` integrates to `∑ |a_i|²`. -/
theorem density_integral (a : Fin 3 → ℂ) :
    sphereInt (pDensity a) = ∑ i, Complex.normSq (a i) := by
  unfold sphereInt
  refine ((integral_congr fun u hu => ?_).trans
    (polar_moments (3 / 4 * (overlap a 0 0 + overlap a 1 1))
      (3 / 4 * (overlap a 0 0 + overlap a 1 1) + 3 / 2 * overlap a 2 2)
      (3 / 2 * overlap a 2 2))).trans ?_
  · rw [Set.uIcc_of_le (by norm_num)] at hu
    simp only [density_expand a hu]
    refine ((azimuthal_quadratic _ _ _ _ _).1).trans ?_
    ring
  · simp only [overlap, Fin.sum_univ_three, Complex.normSq_apply, Complex.mul_re,
      Complex.conj_re, Complex.conj_im]
    ring

/-- The squared density of the p orbital `a` integrates to
`(3/10)(2 (∑ |a_i|²)² + |∑ a_i²|²)`. -/
theorem concentration_eq (a : Fin 3 → ℂ) :
    concentration a
      = 3 / 10 * (2 * (∑ i, Complex.normSq (a i)) ^ 2 + Complex.normSq (∑ i, a i ^ 2)) := by
  unfold concentration sphereInt
  refine ((integral_congr fun u hu => ?_).trans
    (polar_moments (9 / 4 * (3 / 8 * (overlap a 0 0 ^ 2 + overlap a 1 1 ^ 2)
        + overlap a 0 0 * overlap a 1 1 / 4 + overlap a 0 1 ^ 2 / 2))
      (9 / 4 * (overlap a 2 2 * (overlap a 0 0 + overlap a 1 1)
        + 2 * overlap a 0 2 ^ 2 + 2 * overlap a 1 2 ^ 2))
      (9 / 4 * overlap a 2 2 ^ 2))).trans ?_
  · -- azimuthal mean at fixed u
    rw [Set.uIcc_of_le (by norm_num)] at hu
    have hw : Real.sqrt (1 - u ^ 2) ^ 2 = 1 - u ^ 2 := Real.sq_sqrt (by nlinarith [hu.1, hu.2])
    simp only [density_expand a hu]
    refine ((azimuthal_quadratic _ _ _ _ _).2).trans ?_
    linear_combination 9 / 2 * u ^ 2 * (overlap a 0 2 ^ 2 + overlap a 1 2 ^ 2) * hw
  · simp only [overlap, Fin.sum_univ_three, Complex.normSq_apply, pow_two, Complex.add_re,
      Complex.add_im, Complex.mul_re, Complex.mul_im, Complex.conj_re, Complex.conj_im]
    ring

/-- For a normalised p orbital the squared density integrates to a value in `[3/5, 9/10]`;
it is 3/5 iff `∑ a_i² = 0` and 9/10 iff all products `a_i conj(a_j)` are real. -/
theorem concentration_bounds (a : Fin 3 → ℂ) (ha : ∑ i, Complex.normSq (a i) = 1) :
    3 / 5 ≤ concentration a ∧ concentration a ≤ 9 / 10 ∧
    (concentration a = 3 / 5 ↔ ∑ i, a i ^ 2 = 0) ∧
    (concentration a = 9 / 10 ↔ ∀ i j, (a i * conj (a j)).im = 0) := by
  -- the imaginary parts measure the deficit of |∑ a_i²|²
  have key : Complex.normSq (∑ i, a i ^ 2) = (∑ i, Complex.normSq (a i)) ^ 2
      - 2 * ∑ i, ∑ j, (a i * conj (a j)).im ^ 2 := by
    simp only [Fin.sum_univ_three, Complex.normSq_apply, pow_two, Complex.add_re,
      Complex.add_im, Complex.mul_re, Complex.mul_im, Complex.conj_re, Complex.conj_im]
    ring
  have hrow : ∀ i, 0 ≤ ∑ j, (a i * conj (a j)).im ^ 2 :=
    fun i => Finset.sum_nonneg fun j _ => sq_nonneg _
  have hS : 0 ≤ ∑ i, ∑ j, (a i * conj (a j)).im ^ 2 := Finset.sum_nonneg fun i _ => hrow i
  have hN := Complex.normSq_nonneg (∑ i, a i ^ 2)
  have hc := concentration_eq a
  rw [ha] at key hc
  refine ⟨by linarith, by linarith, ?_, ⟨fun h i j => ?_, fun h => ?_⟩⟩
  · rw [← Complex.normSq_eq_zero]
    constructor <;> intro h <;> linarith
  · have h0 : ∑ i, ∑ j, (a i * conj (a j)).im ^ 2 = 0 := by linarith
    have h1 := (Finset.sum_eq_zero_iff_of_nonneg fun i _ => hrow i).1 h0 i (Finset.mem_univ _)
    have h2 := (Finset.sum_eq_zero_iff_of_nonneg fun j _ => sq_nonneg _).1 h1 j
      (Finset.mem_univ _)
    exact (pow_eq_zero_iff two_ne_zero).1 h2
  · have h0 : ∑ i, ∑ j, (a i * conj (a j)).im ^ 2 = 0 :=
      Finset.sum_eq_zero fun i _ => Finset.sum_eq_zero fun j _ => by rw [h i j]; ring
    linarith

end

end POrbitalConcentration
```

```lean
#print axioms POrbitalConcentration.axial_integrals
#print axioms POrbitalConcentration.axial_densities
#print axioms POrbitalConcentration.density_integral
#print axioms POrbitalConcentration.concentration_bounds
```

```
'POrbitalConcentration.axial_integrals' depends on axioms: [propext, Classical.choice, Quot.sound]
'POrbitalConcentration.axial_densities' depends on axioms: [propext, Classical.choice, Quot.sound]
'POrbitalConcentration.density_integral' depends on axioms: [propext, Classical.choice, Quot.sound]
'POrbitalConcentration.concentration_bounds' depends on axioms: [propext, Classical.choice, Quot.sound]
```

### What the definitions and theorems say

An orbital is its coefficient vector `a : Fin 3 → ℂ`, with the indices $0,1,2$ used above. `direction` is $n$, `pDensity` is $\rho_a$, `overlap a i j` is $S_{ij}$, and `Complex.normSq` is the squared modulus. `azimuthalMean` is $\langle\cdot\rangle$, and `sphereInt` is the iterated integral with $d\mu$, azimuth first. The whole sphere has measure $2$ in this convention. The density per solid angle is $\rho_a/(2\pi)$, which divides every concentration by $2\pi$ and leaves the ratio $\tfrac23$ alone. `torusP` carries no overall sign or phase convention, since a common phase does not change $\rho_a$.

`axial_densities` states that for $u\in[-1,1]$ and every $\varphi$ the orbitals `realP` and `torusP` have the densities `realDensity` and `torusDensity`. The hypothesis `hu` expresses that $u$ is a cosine; beyond that range `Real.sqrt` returns zero and $n$ is no unit vector. `axial_integrals` lists the values $1$, $1$, $\tfrac9{10}$, $\tfrac35$ and the factor $\tfrac23$. `density_integral` and `concentration_eq` give $\int\rho_a\,d\mu=N$ and the formula for $C$ for every $a$, normalised or not. `concentration_bounds` assumes `ha`, that is $N=1$, one electron in the orbital, and gives both inequalities and both equality conditions as equivalences.

The theorems concern the angular factor of a pure p orbital on one centre. There is no radial function, no admixture of s or d character, no spin and no energy functional. The Perdew-Zunger correction removes the Coulomb Hartree and exchange-correlation self-energies of each orbital density, and $C$ is neither of them. For one p orbital with fixed radial part and a contact interaction, the self-repulsion is proportional to the spatial integral of the squared density, which is a radial factor times $C(a)$; in that model the toroidal orbital has two thirds of the self-repulsion of $p_z$. Nothing here fixes the sign or size of the change in the actual correction.

### How the lemmas follow the derivation

`azimuthal_moments` supplies all means at once, for a quartic in $\cos\varphi$ plus $\sin\varphi$ times a cubic in $\cos\varphi$. It uses an explicit antiderivative in place of the symmetry argument. The steps `h2`, `h3` and `h4` differentiate the antiderivatives of $\cos^2$, $\cos^3$ and $\cos^4$, each closed by `linear_combination` with $\sin^2+\cos^2=1$. Then `integral_eq_sub_of_hasDerivAt` evaluates at $0$ and $2\pi$, where only the terms linear in the angle survive. `azimuthal_quadratic` brings the expression in $k_0,\dots,k_4$ and its square into that shape; squaring produces $(k_2+k_4\cos\varphi)^2\sin^2\varphi$, which is why that factor multiplies the Pythagorean identity.

`polar_moments` integrates $Xs^4+Yu^2s^2+Zu^4$ with a polynomial antiderivative, its arguments `x y z` being $X,Y,Z$. Quadratic integrands are fitted to it by multiplying with $1=u^2+s^2$. Thus $u^2=u^2s^2+u^4$ accounts for `polar_moments 0 (3 / 2) (3 / 2)` in `axial_integrals`, and $s^2=s^4+u^2s^2$ for the toroidal case.

`density_expand` is the expansion of $\rho_a$, obtained by splitting each $a_i$ into real and imaginary parts and using $s^2=1-u^2$ (`hw`). `axial_densities` inserts the two coefficient vectors. `density_integral` and `concentration_eq` rewrite the integrand at fixed $u$ by the first and second halves of `azimuthal_quadratic`, apply `polar_moments`, and finish with `ring` in the six real components, which replaces the manipulation with $S$ and $T$. In `concentration_bounds`, `key` is the identity for $|\sigma|^2$, the inequalities are linear in $|\sigma|^2\ge0$ and $\sum_{ij}T_{ij}^2\ge0$, and the upper equality case uses that a sum of squares vanishes only term by term.

### The two ends of a one-parameter family

The substitutions that follow are made in prose and are not theorems of the file. The vector of $p_z$ has $N=1$ and all $T_{ij}=0$, and the toroidal vector has $N=1$ and $\sigma=\tfrac12-\tfrac12=0$, so these two orbitals attain the bounds. For a mixing angle $\alpha$ and $a=(\cos\alpha,\,i\sin\alpha,\,0)$ one has $N=1$ and $\sigma=\cos2\alpha$, so $C=\tfrac35+\tfrac3{10}\cos^22\alpha$. At $\alpha=0$ this is $p_x$ with $\tfrac9{10}$, and at $\alpha=\pi/4$ it is the toroidal orbital with $\tfrac35$. As $\alpha\to0$, $C\approx\tfrac9{10}-\tfrac65\alpha^2$, so a small imaginary admixture of $p_y$ to $p_x$ lowers the concentration at second order, and the real orbital is a stationary point along this path.
